# Averaging a second-rank tensor over a finite point group projects it orthogonally onto the invariant tensors

For a finite group G of real orthogonal matrices R, the average

Π(T) = (1/|G|) Σ_R R T Rᵀ

is the orthogonal projection of a real second-rank tensor T onto the tensors that every R leaves unchanged. Orthogonality refers to the Frobenius product ⟨A,B⟩ = tr(AᵀB). For symmetric T, sixfold symmetry about z gives diag((Txx+Tyy)/2, (Txx+Tyy)/2, Tzz). Twofold symmetry about y removes the xy, yx, yz and zy entries of any T and changes nothing else.

The need arises when a dielectric tensor is summed over k-points in an irreducible wedge of the Brillouin zone: the partial sum generally lacks the crystal's symmetry, and the average restores it.

```lean
import Mathlib

open Matrix

namespace TensorSymmetrization

noncomputable section

variable {n G : Type*} [Fintype n] [DecidableEq n] [Group G] [Fintype G]
```

## Orthogonal matrices: Cartesian axes

Point-group operations preserve lengths, so in Cartesian axes RᵀR = 1. By hand, this and the cyclic property of the trace give

⟨RARᵀ, RBRᵀ⟩ = tr(R Aᵀ RᵀR B Rᵀ) = tr(RᵀR AᵀB) = ⟨A,B⟩.

In Lean, `rotate` forms R T Rᵀ (for reflections too), `frob` is the Frobenius product and `symmetrize` is Π. The index type `n` allows any finite dimension. The operations are given by a homomorphism `ρ` from G to the orthogonal matrices; the inclusion map recovers a group of matrices.

```lean
/-- The tensor `R T Rᵀ` obtained from `T` by the orthogonal matrix `R`. -/
def rotate (R : orthogonalGroup n ℝ) (T : Matrix n n ℝ) : Matrix n n ℝ :=
  R.1 * T * R.1ᵀ

/-- The Frobenius inner product `tr (Aᵀ B)` of two real tensors. -/
def frob (A B : Matrix n n ℝ) : ℝ := trace (Aᵀ * B)

/-- A tensor is invariant if every operation of the point group leaves it unchanged. -/
def IsInvariant (ρ : G →* orthogonalGroup n ℝ) (T : Matrix n n ℝ) : Prop :=
  ∀ g, rotate (ρ g) T = T

/-- The average of `R T Rᵀ` over the operations `R` of a finite point group. -/
def symmetrize (ρ : G →* orthogonalGroup n ℝ) (T : Matrix n n ℝ) : Matrix n n ℝ :=
  (Fintype.card G : ℝ)⁻¹ • ∑ g, rotate (ρ g) T
```

`frob_rotate` is the calculation above, with RᵀR = 1 as its local `h`.

```lean
/-- Rotating both tensors by the same orthogonal matrix preserves their Frobenius product. -/
theorem frob_rotate (R : orthogonalGroup n ℝ) (A B : Matrix n n ℝ) :
    frob (rotate R A) (rotate R B) = frob A B := by
  have h : R.1ᵀ * R.1 = 1 := by
    have := mem_unitaryGroup_iff'.1 R.2
    rwa [star_eq_conjTranspose, conjTranspose_eq_transpose_of_trivial] at this
  unfold frob rotate
  calc trace ((R.1 * A * R.1ᵀ)ᵀ * (R.1 * B * R.1ᵀ))
      = trace (R.1 * (Aᵀ * (R.1ᵀ * R.1) * B) * R.1ᵀ) := by
        simp only [transpose_mul, transpose_transpose, Matrix.mul_assoc]
    _ = trace (R.1ᵀ * (R.1 * (Aᵀ * B))) := by
        rw [h, Matrix.mul_one, trace_mul_comm]
    _ = trace (Aᵀ * B) := by rw [← Matrix.mul_assoc, h, Matrix.one_mul]
```

Invertibility alone would not suffice. The matrix R with rows (1, 1) and (0, −1) satisfies R² = 1, but for T = diag(0, 1) the average over {1, R} has rows (1/2, −1/2) and (−1/2, 1). Its Frobenius product with T − Π(T) is −3/4. Operations written in oblique lattice coordinates can fail in this way.

## A complete finite group: every operation counted

Closure under multiplication makes the average invariant. For h in G,

ρ(h) Π(T) ρ(h)ᵀ = (1/|G|) Σ_g ρ(hg) T ρ(hg)ᵀ = Π(T),

because g ↦ hg only reorders the sum. `Equiv.mulLeft h` is this relabelling.

```lean
/-- The group average of any tensor is invariant under the point group. -/
theorem symmetrize_invariant (ρ : G →* orthogonalGroup n ℝ) (T : Matrix n n ℝ) :
    IsInvariant ρ (symmetrize ρ T) := by
  intro h
  simp only [rotate, symmetrize, Matrix.mul_smul, Matrix.smul_mul, Finset.mul_sum,
    Finset.sum_mul]
  congr 1
  -- multiplication by `h` only relabels the terms of the sum
  refine Fintype.sum_equiv (Equiv.mulLeft h) _ _ fun g => ?_
  have e : (ρ (h * g)).1 = (ρ h).1 * (ρ g).1 := by rw [map_mul]; rfl
  simp only [Equiv.coe_mulLeft, e, transpose_mul, Matrix.mul_assoc]
```

If A is invariant, replacing A by RARᵀ in each term gives

⟨A,Π(T)⟩ = (1/|G|) Σ_R ⟨RARᵀ, RTRᵀ⟩ = ⟨A,T⟩.

```lean
/-- An invariant tensor has the same Frobenius product with `T` and with its group average. -/
theorem frob_symmetrize (ρ : G →* orthogonalGroup n ℝ) {A : Matrix n n ℝ}
    (hA : IsInvariant ρ A) (T : Matrix n n ℝ) :
    frob A (symmetrize ρ T) = frob A T := by
  have key : ∀ g, trace (Aᵀ * rotate (ρ g) T) = trace (Aᵀ * T) := fun g => by
    have := frob_rotate (ρ g) A T
    rw [hA g] at this
    exact this
  have hc : (Fintype.card G : ℝ) ≠ 0 := Nat.cast_ne_zero.2 Fintype.card_ne_zero
  simp only [frob, symmetrize, Matrix.mul_smul, Finset.mul_sum, trace_smul, trace_sum,
    smul_eq_mul, key, Finset.sum_const, Finset.card_univ, nsmul_eq_mul]
  exact inv_mul_cancel_left₀ hc _
```

So T − Π(T) is orthogonal to every invariant A. Suppose an invariant S has the same property. Then D = Π(T) − S is invariant, and

⟨D,D⟩ = ⟨D,Π(T)−T⟩ + ⟨D,T−S⟩ = 0.

Since ⟨D,D⟩ is the sum of the squared entries of D, S = Π(T). `symmetrize_eq_iff` states both directions, and its last lines extract the vanishing entries from the sum of squares.

```lean
/-- The group average is the Frobenius-orthogonal projection onto the invariant tensors: it is
the one invariant `S` for which `T - S` is orthogonal to every invariant tensor. -/
theorem symmetrize_eq_iff (ρ : G →* orthogonalGroup n ℝ) (T S : Matrix n n ℝ) :
    symmetrize ρ T = S ↔
      IsInvariant ρ S ∧ ∀ A, IsInvariant ρ A → frob A (T - S) = 0 := by
  constructor
  · rintro rfl
    refine ⟨symmetrize_invariant ρ T, fun A hA => ?_⟩
    have hf := frob_symmetrize ρ hA T
    unfold frob at hf ⊢
    rw [Matrix.mul_sub, trace_sub, hf, sub_self]
  · rintro ⟨hS, h⟩
    have h0 : ∀ D, IsInvariant ρ D → frob D (symmetrize ρ T - S) = 0 := fun D hD => by
      have h3 := frob_symmetrize ρ hD T
      have h4 := h D hD
      unfold frob at h3 h4 ⊢
      rw [Matrix.mul_sub, trace_sub] at h4 ⊢
      rw [h3]
      exact h4
    have hD : IsInvariant ρ (symmetrize ρ T - S) := fun g => by
      have h1 : rotate (ρ g) (symmetrize ρ T) = symmetrize ρ T := symmetrize_invariant ρ T g
      have h2 : rotate (ρ g) S = S := hS g
      unfold rotate at h1 h2 ⊢
      rw [Matrix.mul_sub, Matrix.sub_mul, h1, h2]
    -- the difference is orthogonal to itself, so all its entries vanish
    have hz := h0 _ hD
    apply sub_eq_zero.1
    generalize symmetrize ρ T - S = D at hz
    simp only [frob, trace, diag_apply, mul_apply, transpose_apply] at hz
    ext j i
    have h1 := (Finset.sum_eq_zero_iff_of_nonneg (fun i _ =>
      Finset.sum_nonneg fun j _ => mul_self_nonneg (D j i))).1 hz i (Finset.mem_univ i)
    have h2 := (Finset.sum_eq_zero_iff_of_nonneg (fun j _ =>
      mul_self_nonneg (D j i))).1 h1 j (Finset.mem_univ j)
    exact mul_self_eq_zero.1 h2
```

If one of the three rotations of C3 about z is missing, invariance can fail: averaging diag(1, 0, 0) over the identity and one third-turn gives xx = 5/8 but yy = 3/8.

## Wedge vectors and their weights

Let v_i be real vectors with weights w_i, and M = Σ_i w_i v_i v_iᵀ. Since (Rv)(Rv)ᵀ = R(vvᵀ)Rᵀ,

Σ_R Σ_i w_i (Rv_i)(Rv_i)ᵀ = Σ_R R M Rᵀ = |G| Π(M).

`wedge_sum` expands both sides in this way. `W` may be any finite set; no wedge geometry is assumed.

```lean
/-- The weighted sum of `(Rv)(Rv)ᵀ` over all group operations and wedge vectors is the order
of the group times the group average of the wedge sum. -/
theorem wedge_sum {ι : Type*} (ρ : G →* orthogonalGroup n ℝ) (W : Finset ι)
    (w : ι → ℝ) (v : ι → n → ℝ) :
    ∑ g, ∑ i ∈ W, w i • vecMulVec ((ρ g).1 *ᵥ v i) ((ρ g).1 *ᵥ v i) =
      (Fintype.card G : ℝ) • symmetrize ρ (∑ i ∈ W, w i • vecMulVec (v i) (v i)) := by
  have hc : (Fintype.card G : ℝ) ≠ 0 := Nat.cast_ne_zero.2 Fintype.card_ne_zero
  rw [symmetrize, smul_smul, mul_inv_cancel₀ hc, one_smul]
  refine Finset.sum_congr rfl fun g _ => ?_
  simp only [rotate, Finset.mul_sum, Finset.sum_mul, Matrix.mul_smul, Matrix.smul_mul,
    mul_vecMulVec, vecMulVec_mul, vecMul_transpose]
```

Band velocities, which enter the intraband (Drude) part of a dielectric tensor, are real vectors, and for them this replaces the full-zone sum by a wedge sum and one average. Interband momentum matrix elements are complex in general, and the theorem as it stands does not cover them. The physical input left to the user is that symmetry-related k-points contribute rotated vectors with equal weights. A k-point fixed by m operations, up to a reciprocal lattice vector, appears m times in the sum over pairs, so its weight must include 1/m.

## R^N = 1: a rotation that closes

An N-fold axis returns to the identity after N steps. This makes k ↦ R^k well defined on the residues modulo N, and `cyclic` uses it to prove the homomorphism law. Without it, the exponents 0 and N would label one group element but different matrices.

```lean
/-- The cyclic point group of the powers of an orthogonal matrix `R` with `R ^ N = 1`, for `N ≠ 0`.
-/
def cyclic (N : ℕ) [NeZero N] (R : orthogonalGroup n ℝ) (h : R ^ N = 1) :
    Multiplicative (ZMod N) →* orthogonalGroup n ℝ where
  toFun k := R ^ (Multiplicative.toAdd k).val
  map_one' := by
    change R ^ (0 : ZMod N).val = 1
    rw [ZMod.val_zero, pow_zero]
  map_mul' a b := by
    change R ^ (Multiplicative.toAdd a + Multiplicative.toAdd b).val = _
    rw [ZMod.val_add, ← pow_eq_pow_mod _ h, pow_add]
```

Multiplying RARᵀ = A on the right by R gives RA = AR. Conversely, a tensor that commutes with R commutes with all its powers, and is therefore invariant.

```lean
/-- A tensor is invariant under a cyclic point group exactly when it commutes with the
generating matrix. -/
theorem invariant_cyclic_iff (N : ℕ) [NeZero N] (R : orthogonalGroup n ℝ) (h : R ^ N = 1)
    (A : Matrix n n ℝ) : IsInvariant (cyclic N R h) A ↔ R.1 * A = A * R.1 := by
  have orth : ∀ Q : orthogonalGroup n ℝ, Q.1ᵀ * Q.1 = 1 := fun Q => by
    have := mem_unitaryGroup_iff'.1 Q.2
    rwa [star_eq_conjTranspose, conjTranspose_eq_transpose_of_trivial] at this
  constructor
  · intro H
    have e : cyclic N R h (Multiplicative.ofAdd 1) = R := by
      change R ^ (1 : ZMod N).val = R
      rw [ZMod.val_one_eq_one_mod, ← pow_eq_pow_mod 1 h, pow_one]
    have h1 : rotate (cyclic N R h (Multiplicative.ofAdd 1)) A = A := H _
    rw [e, rotate] at h1
    calc R.1 * A = R.1 * A * R.1ᵀ * R.1 := by
          rw [Matrix.mul_assoc (R.1 * A), orth, Matrix.mul_one]
      _ = A * R.1 := by rw [h1]
  · intro hc k
    have hk : (cyclic N R h k).1 * A = A * (cyclic N R h k).1 :=
      (show Commute R.1 A from hc).pow_left (Multiplicative.toAdd k).val
    rw [rotate, hk, Matrix.mul_assoc, mul_eq_one_comm.1 (orth _), Matrix.mul_one]
```

## N ≥ 3: twofold symmetry is not enough

Indices 0, 1, 2 mean x, y, z. The next definitions build the rotation by θ = 2π/N and check that it closes.

```lean
/-- The matrix of the rotation by the angle `θ` about the z axis. -/
def zMatrix (θ : ℝ) : Matrix (Fin 3) (Fin 3) ℝ :=
  !![Real.cos θ, -Real.sin θ, 0; Real.sin θ, Real.cos θ, 0; 0, 0, 1]

/-- The rotation by `θ` about the z axis as an element of the orthogonal group. -/
def zRotation (θ : ℝ) : orthogonalGroup (Fin 3) ℝ :=
  ⟨zMatrix θ, by
    rw [mem_unitaryGroup_iff, star_eq_conjTranspose, conjTranspose_eq_transpose_of_trivial]
    ext i j
    fin_cases i <;> fin_cases j <;> simp [zMatrix, mul_apply, Fin.sum_univ_three] <;>
      nlinarith [Real.sin_sq_add_cos_sq θ]⟩

/-- Repeating a rotation by `θ` about the z axis `k` times is the rotation by `k θ`. -/
theorem zRotation_pow (θ : ℝ) (k : ℕ) : zRotation θ ^ k = zRotation (k * θ) := by
  induction k with
  | zero =>
    apply Subtype.ext
    change (1 : Matrix (Fin 3) (Fin 3) ℝ) = zMatrix _
    ext i j
    fin_cases i <;> fin_cases j <;> simp [zMatrix]
  | succ k ih =>
    have e : ((k + 1 : ℕ) : ℝ) * θ = k * θ + θ := by push_cast; ring
    rw [pow_succ, ih, e]
    apply Subtype.ext
    change zMatrix (k * θ) * zMatrix θ = zMatrix (k * θ + θ)
    generalize (k : ℝ) * θ = φ
    ext i j
    fin_cases i <;> fin_cases j <;>
      simp [zMatrix, mul_apply, Fin.sum_univ_three, Real.cos_add, Real.sin_add] <;> ring

/-- The group `C_N` of rotations about the z axis by multiples of `2π/N`, for `N ≠ 0`. -/
def axialGroup (N : ℕ) [NeZero N] : Multiplicative (ZMod N) →* orthogonalGroup (Fin 3) ℝ :=
  cyclic N (zRotation (2 * Real.pi / N)) (by
    have hN : (N : ℝ) ≠ 0 := Nat.cast_ne_zero.2 (NeZero.ne N)
    have e : (N : ℝ) * (2 * Real.pi / N) = 2 * Real.pi := by field_simp
    rw [zRotation_pow, e]
    apply Subtype.ext
    change zMatrix _ = 1
    ext i j
    fin_cases i <;> fin_cases j <;> simp [zMatrix])
```

Write c = cos θ and s = sin θ. For N ≥ 3, s ≠ 0. The xx and xy entries of RA = AR give

s(Axy + Ayx) = 0,  s(Axx − Ayy) = 0.

The pair (Axz, Ayz) is a planar vector (p, q) fixed by the rotation, so

s(p² + q²) = p(sp + cq) − q(cp − sq) = pq − qp = 0,

and it vanishes. The pair (Azx, Azy) is fixed by the inverse rotation and vanishes likewise.

Let S be the matrix in `axial_average`. It commutes with R. In T − S, the xx and yy entries are opposite, the xy and yx entries are equal, and zz is zero. Since Axx = Ayy and Axy = −Ayx, the contributions to ⟨A,T−S⟩ cancel, and the projection criterion gives Π(T) = S. In Lean, `hs` is s ≠ 0, `key` is the planar-vector argument, and the final `linear_combination` is the cancellation.

```lean
/-- For an `N`-fold z axis with `N ≥ 3`, averaging any tensor equalises its xx and yy entries,
keeps zz and the antisymmetric part of xy, and removes the rest. -/
theorem axial_average (N : ℕ) [NeZero N] (hN : 3 ≤ N) (T : Matrix (Fin 3) (Fin 3) ℝ) :
    symmetrize (axialGroup N) T =
      !![(T 0 0 + T 1 1) / 2, (T 0 1 - T 1 0) / 2, 0;
         (T 1 0 - T 0 1) / 2, (T 0 0 + T 1 1) / 2, 0;
         0, 0, T 2 2] := by
  have hN' : (3 : ℝ) ≤ N := by exact_mod_cast hN
  have hs : Real.sin (2 * Real.pi / N) ≠ 0 := by
    apply ne_of_gt
    apply Real.sin_pos_of_pos_of_lt_pi
    · have := Real.pi_pos
      positivity
    · rw [div_lt_iff₀ (by linarith)]
      nlinarith [Real.pi_pos]
  -- a planar vector fixed by a non-trivial rotation vanishes
  have key : ∀ s c x y : ℝ, s ≠ 0 → c * x - s * y = x → s * x + c * y = y →
      x = 0 ∧ y = 0 := by
    intro s c x y hs h1 h2
    have h3 : s * (x ^ 2 + y ^ 2) = 0 := by linear_combination x * h2 - y * h1
    have h4 := (mul_eq_zero.1 h3).resolve_left hs
    have hx : x ^ 2 = 0 := by linarith [sq_nonneg x, sq_nonneg y]
    have hy : y ^ 2 = 0 := by linarith [sq_nonneg x, sq_nonneg y]
    exact ⟨(pow_eq_zero_iff two_ne_zero).1 hx, (pow_eq_zero_iff two_ne_zero).1 hy⟩
  rw [symmetrize_eq_iff]
  -- invariance means commuting with the generating rotation
  have hinv : ∀ A, IsInvariant (axialGroup N) A ↔
      zMatrix (2 * Real.pi / N) * A = A * zMatrix (2 * Real.pi / N) :=
    fun A => invariant_cyclic_iff N _ _ A
  simp only [hinv]
  clear hinv
  generalize 2 * Real.pi / (N : ℝ) = θ at hs ⊢
  constructor
  · ext i j
    fin_cases i <;> fin_cases j <;> simp [zMatrix, mul_apply, Fin.sum_univ_three] <;> ring
  · intro A hA
    have e : ∀ i j, zMatrix θ i 0 * A 0 j + zMatrix θ i 1 * A 1 j + zMatrix θ i 2 * A 2 j =
        A i 0 * zMatrix θ 0 j + A i 1 * zMatrix θ 1 j + A i 2 * zMatrix θ 2 j := fun i j => by
      have := congrFun (congrFun hA i) j
      rw [mul_apply, mul_apply, Fin.sum_univ_three, Fin.sum_univ_three] at this
      exact this
    have e00 := e 0 0
    have e01 := e 0 1
    have e02 := e 0 2
    have e12 := e 1 2
    have e20 := e 2 0
    have e21 := e 2 1
    simp only [zMatrix, of_apply, cons_val', cons_val] at e00 e01 e02 e12 e20 e21
    have ho : A 0 1 + A 1 0 = 0 :=
      mul_left_cancel₀ hs (by linear_combination -e00)
    have hd : A 0 0 - A 1 1 = 0 :=
      mul_left_cancel₀ hs (by linear_combination e01)
    obtain ⟨h02, h12⟩ := key _ (Real.cos θ) (A 0 2) (A 1 2) hs
      (by linear_combination e02) (by linear_combination e12)
    obtain ⟨h20, h21⟩ := key _ (Real.cos θ) (A 2 0) (A 2 1) (neg_ne_zero.2 hs)
      (by linear_combination -e20) (by linear_combination -e21)
    simp [frob, trace, mul_apply, Fin.sum_univ_three]
    linear_combination (T 0 0 - T 1 1) / 2 * hd + (T 0 1 + T 1 0) / 2 * ho +
      T 0 2 * h02 + T 1 2 * h12 + T 2 0 * h20 + T 2 1 * h21
```

The smallest case is N = 3. For T = diag(1, 0, 0), three unit vectors 120° apart give xx = (1 + 1/4 + 1/4)/3 = 1/2, as the formula says. At N = 2, s = 0 and diag(1, 0, 0) stays unchanged, so the formula fails.

## Symmetric T: no Hall-like part

A symmetric tensor has no antisymmetric, Hall-like response. For C6, setting Txy = Tyx in the axial formula removes its last off-diagonal entries; `c6_average` does the same.

```lean
/-- Averaging a symmetric tensor over `C6` about z gives the diagonal tensor with entries
`(Txx + Tyy)/2`, `(Txx + Tyy)/2` and `Tzz`. -/
theorem c6_average (T : Matrix (Fin 3) (Fin 3) ℝ) (hT : T.IsSymm) :
    symmetrize (axialGroup 6) T =
      !![(T 0 0 + T 1 1) / 2, 0, 0; 0, (T 0 0 + T 1 1) / 2, 0; 0, 0, T 2 2] := by
  have h : T 1 0 = T 0 1 := hT.apply 0 1
  rw [axial_average 6 (by norm_num), h]
  simp only [sub_self, zero_div]
```

Without Txy = Tyx, the entries ±(Txy − Tyx)/2 survive.

## A half-turn about y: no symmetry of T required

Here R = diag(−1, 1, −1). Comparing entries of RA = AR forces Axy, Ayx, Ayz and Azy to vanish. Deleting these entries from T gives an invariant S, while T − S has only these entries, so ⟨A,T−S⟩ = 0. `c2_average` applies the same criterion.

```lean
/-- The half-turn about the y axis. -/
def yHalfTurn : orthogonalGroup (Fin 3) ℝ :=
  ⟨!![-1, 0, 0; 0, 1, 0; 0, 0, -1], by
    rw [mem_unitaryGroup_iff, star_eq_conjTranspose, conjTranspose_eq_transpose_of_trivial]
    ext i j
    fin_cases i <;> fin_cases j <;> simp [mul_apply, Fin.sum_univ_three]⟩

/-- The group `C2` generated by the half-turn about the y axis. -/
def c2Group : Multiplicative (ZMod 2) →* orthogonalGroup (Fin 3) ℝ :=
  cyclic 2 yHalfTurn (by
    rw [pow_two]
    apply Subtype.ext
    change yHalfTurn.1 * yHalfTurn.1 = 1
    ext i j
    fin_cases i <;> fin_cases j <;> simp [yHalfTurn, mul_apply, Fin.sum_univ_three])

/-- Averaging any tensor over `C2` about y sets the xy, yx, yz and zy entries to zero and
leaves every other entry unchanged. -/
theorem c2_average (T : Matrix (Fin 3) (Fin 3) ℝ) :
    symmetrize c2Group T =
      !![T 0 0, 0, T 0 2; 0, T 1 1, 0; T 2 0, 0, T 2 2] := by
  rw [symmetrize_eq_iff]
  unfold c2Group
  constructor
  · rw [invariant_cyclic_iff]
    ext i j
    fin_cases i <;> fin_cases j <;> simp [yHalfTurn, mul_apply, Fin.sum_univ_three]
  · intro A hA
    rw [invariant_cyclic_iff] at hA
    have e : ∀ i j, yHalfTurn.1 i 0 * A 0 j + yHalfTurn.1 i 1 * A 1 j +
        yHalfTurn.1 i 2 * A 2 j = A i 0 * yHalfTurn.1 0 j + A i 1 * yHalfTurn.1 1 j +
        A i 2 * yHalfTurn.1 2 j := fun i j => by
      have := congrFun (congrFun hA i) j
      rw [mul_apply, mul_apply, Fin.sum_univ_three, Fin.sum_univ_three] at this
      exact this
    have e01 := e 0 1
    have e10 := e 1 0
    have e12 := e 1 2
    have e21 := e 2 1
    simp only [yHalfTurn, of_apply, cons_val', cons_val] at e01 e10 e12 e21
    have h01 : A 0 1 = 0 := by linarith
    have h10 : A 1 0 = 0 := by linarith
    have h12 : A 1 2 = 0 := by linarith
    have h21 : A 2 1 = 0 := by linarith
    simp [frob, trace, mul_apply, Fin.sum_univ_three, h01, h10, h12, h21]

end

end TensorSymmetrization
```

The xz and zx entries remain, even when they differ.

```lean
#print axioms TensorSymmetrization.symmetrize_eq_iff
-- 'TensorSymmetrization.symmetrize_eq_iff' depends on axioms: [propext, Classical.choice, Quot.sound]
#print axioms TensorSymmetrization.wedge_sum
-- 'TensorSymmetrization.wedge_sum' depends on axioms: [propext, Classical.choice, Quot.sound]
#print axioms TensorSymmetrization.c6_average
-- 'TensorSymmetrization.c6_average' depends on axioms: [propext, Classical.choice, Quot.sound]
#print axioms TensorSymmetrization.c2_average
-- 'TensorSymmetrization.c2_average' depends on axioms: [propext, Classical.choice, Quot.sound]
```
